# A perturbation that averages to zero over a finite symmetry group leaves each level's barycentre unshifted to first order

To find to first order how a perturbation splits a degenerate level, one computes its matrix block between orthonormal states that span the level and diagonalises it. The diagonal entries can be checked beforehand: their sum fixes the barycentre of the split level to first order, and symmetry can predict that sum. An example is the linear coupling of a degenerate electronic level to a distortion with no totally symmetric component, in a model with finitely many electronic states.

## The level, the average and the shift

The states are vectors with complex components indexed by a finite set `n`, and $G$ is a finite group.

```lean
import Mathlib

open Matrix

namespace NoninvariantPerturbation

noncomputable section

variable {n G : Type*} [Fintype n] [DecidableEq n] [Group G] [Fintype G]
```

Let $H$ be the unperturbed Hamiltonian, $E$ a real energy and $Q$ the orthogonal projector on the solutions of $Hx=Ex$. In Lean, `ᴴ` is the adjoint, written $\dagger$ below, and `*ᵥ` applies a matrix to a vector.

```lean
/-- `Q` is the orthogonal projector on the level of `H` at energy `E`: it is Hermitian and
idempotent, and the vectors it fixes are exactly the solutions of `H x = E x`. -/
structure IsLevelProjector (H : Matrix n n ℂ) (E : ℝ) (Q : Matrix n n ℂ) : Prop where
  herm : Q.IsHermitian
  idem : Q * Q = Q
  fixes : ∀ x : n → ℂ, Q *ᵥ x = x ↔ H *ᵥ x = (E : ℂ) • x
```

Hermiticity of $H$ is not required by the proofs, though the reading of the results as energy shifts presupposes it. If $E$ is not an eigenvalue, then $Q=0$.

Each $g\in G$ acts by a matrix $U(g)$, with $U(1)=1$ and $U(gh)=U(g)U(h)$; this is the type `G →* Matrix n n ℂ`. The perturbation $V$ has the group average
$$\bar V=\frac1{|G|}\sum_{g\in G}U(g)\,V\,U(g)^\dagger .$$

```lean
/-- The average of `U(g) V U(g)*` over the finite group. -/
def groupAverage (U : G →* Matrix n n ℂ) (V : Matrix n n ℂ) : Matrix n n ℂ :=
  (Fintype.card G : ℂ)⁻¹ • ∑ g, U g * V * (U g)ᴴ
```

For unitary $U$, this is the totally symmetric part of $V$. The condition $\bar V=0$ says that $V$ has no such part, as for an odd operator under inversion.

A first-order shift $\mu$ is an eigenvalue of $V$ restricted to the level and projected back on it. This is the usual prescription of degenerate perturbation theory, taken here as a definition; the expansion of the perturbed energies is not derived.

```lean
/-- `μ` is a first-order energy shift: some nonzero state of the level `E` of `H` is an eigenvector,
with eigenvalue `μ`, of `V` followed by `Q`. Here `Q` is meant to be the projector on that level;
the definition itself does not require it. -/
def IsFirstOrderShift (H : Matrix n n ℂ) (E : ℝ) (Q V : Matrix n n ℂ) (μ : ℝ) : Prop :=
  ∃ x : n → ℂ, x ≠ 0 ∧ H *ᵥ x = (E : ℂ) • x ∧ Q *ᵥ (V *ᵥ x) = (μ : ℂ) • x
```

## (a) Symmetry of the average

Show that conjugation by any group element $h$ leaves the average unchanged:
$$U(h)\,\bar V\,U(h)^\dagger=\bar V .$$

**Solution.** Each term of the sum becomes $U(h)U(g)VU(g)^\dagger U(h)^\dagger=U(hg)VU(hg)^\dagger$. As $g$ runs through $G$, so does $hg$, and the sum is the same.

In Lean, `Equiv.mulLeft h` is this relabelling. The later parts do not use the lemma; it confirms that the average deserves its name as the symmetric part.

```lean
/-- The group average `A` of an operator satisfies `U(h) A U(h)* = A` for every group element `h`.
-/
theorem groupAverage_invariant (U : G →* Matrix n n ℂ) (V : Matrix n n ℂ) (h : G) :
    U h * groupAverage U V * (U h)ᴴ = groupAverage U V := by
  unfold groupAverage
  rw [Matrix.mul_smul, Matrix.smul_mul, Finset.mul_sum, Finset.sum_mul]
  congr 1
  -- multiplication by `h` only relabels the group elements
  exact Fintype.sum_equiv (Equiv.mulLeft h) _ _
    (fun g => by simp [map_mul, conjTranspose_mul, mul_assoc])
```

## (b) Operators that preserve a level

Let $A$ commute with $H$. Show that $A$ maps the level into itself:
$$QAQ=AQ .$$

**Solution.** Take any vector $x$. Since $Q(Qx)=Qx$, the vector $Qx$ lies in the level, so $HQx=EQx$. Then
$$H(AQx)=AHQx=E\,(AQx),$$
so $AQx$ lies in the level too, and $Q$ fixes it: $QAQx=AQx$.

The two uses of `hQ.fixes`, one in each direction, are `h1` and `h2`.

```lean
/-- An operator that commutes with `H` maps each level of `H` into itself. -/
theorem level_preserved {H Q A : Matrix n n ℂ} {E : ℝ} (hQ : IsLevelProjector H E Q)
    (hA : A * H = H * A) : Q * A * Q = A * Q := by
  apply Matrix.toLin'.injective
  apply LinearMap.ext
  intro x
  rw [Matrix.toLin'_apply, Matrix.toLin'_apply]
  have h1 : H *ᵥ (Q *ᵥ x) = (E : ℂ) • (Q *ᵥ x) :=
    (hQ.fixes _).1 (by rw [Matrix.mulVec_mulVec, hQ.idem])
  have h2 : Q *ᵥ (A *ᵥ (Q *ᵥ x)) = A *ᵥ (Q *ᵥ x) :=
    (hQ.fixes _).2 (by
      rw [Matrix.mulVec_mulVec, ← hA, ← Matrix.mulVec_mulVec, h1, Matrix.mulVec_smul])
  simpa only [Matrix.mulVec_mulVec, mul_assoc] using h2
```

## (c) Symmetries and the projector

Let $W$ be unitary and commute with $H$. Show that
$$QW=WQ .$$

**Solution.** The adjoint also commutes with $H$:
$$W^\dagger H=W^\dagger HWW^\dagger=W^\dagger WHW^\dagger=HW^\dagger .$$
Part (b) for $W$ gives $QWQ=WQ$. For $W^\dagger$ it gives $QW^\dagger Q=W^\dagger Q$, whose adjoint is $QWQ=QW$. Compare the two.

The `calc` block is the displayed line, and `h2` is the adjoint equation.

```lean
/-- A unitary symmetry of `H` commutes with the projector on each level of `H`. -/
theorem projector_commutes {H Q W : Matrix n n ℂ} {E : ℝ} (hQ : IsLevelProjector H E Q)
    (hW : Wᴴ * W = 1) (hc : W * H = H * W) : Q * W = W * Q := by
  have hW' : W * Wᴴ = 1 := mul_eq_one_comm.mp hW
  -- the adjoint is a symmetry as well
  have hc' : Wᴴ * H = H * Wᴴ := by
    calc Wᴴ * H = Wᴴ * H * (W * Wᴴ) := by rw [hW', mul_one]
      _ = Wᴴ * (H * W) * Wᴴ := by simp only [mul_assoc]
      _ = Wᴴ * W * (H * Wᴴ) := by rw [← hc]; simp only [mul_assoc]
      _ = H * Wᴴ := by rw [hW, one_mul]
  have h1 := level_preserved hQ hc
  have h2 := congrArg conjTranspose (level_preserved hQ hc')
  simp only [conjTranspose_mul, conjTranspose_conjTranspose, hQ.herm.eq] at h2
  rw [← h2, ← mul_assoc, h1]
```

## (d) The trace on a level

Let every $U(g)$ be unitary and commute with $H$. Show that only the symmetric part of $V$ contributes to the trace on the level:
$$\operatorname{tr}(QVQ)=\operatorname{tr}(Q\bar VQ).$$

**Solution.** By (c) and its adjoint, $Q$ passes through $U(g)$ and $U(g)^\dagger$, so
$$Q\,U(g)VU(g)^\dagger\,Q=U(g)\,QVQ\,U(g)^\dagger .$$
By cyclicity and $U(g)^\dagger U(g)=1$, the trace of the right side is $\operatorname{tr}(QVQ)$. Summing over $g$ gives $|G|$ equal terms, and the prefactor $1/|G|$ removes the count.

The statement `key` is the result for one $g$; the closing rewrite does the sum. Here $V$ may be any matrix, Hermitian or not.

```lean
/-- For a unitary symmetry group of `H`, a perturbation and its group average have the same
trace on each level of `H`. -/
theorem trace_level_eq_average (U : G →* Matrix n n ℂ) {H Q : Matrix n n ℂ} {E : ℝ}
    (V : Matrix n n ℂ) (hU : ∀ g, (U g)ᴴ * U g = 1) (hH : ∀ g, U g * H = H * U g)
    (hQ : IsLevelProjector H E Q) :
    (Q * V * Q).trace = (Q * groupAverage U V * Q).trace := by
  have key : ∀ g, (Q * (U g * V * (U g)ᴴ) * Q).trace = (Q * V * Q).trace := by
    intro g
    have hc := projector_commutes hQ (hU g) (hH g)
    have hc' := congrArg conjTranspose hc
    simp only [conjTranspose_mul, hQ.herm.eq] at hc'
    have h : Q * (U g * V * (U g)ᴴ) * Q = U g * (Q * V * Q) * (U g)ᴴ := by
      calc Q * (U g * V * (U g)ᴴ) * Q = (Q * U g) * V * ((U g)ᴴ * Q) := by
            simp only [mul_assoc]
        _ = (U g * Q) * V * (Q * (U g)ᴴ) := by rw [hc, hc']
        _ = U g * (Q * V * Q) * (U g)ᴴ := by simp only [mul_assoc]
    rw [h, Matrix.trace_mul_cycle, hU g, one_mul]
  have hcard : (Fintype.card G : ℂ) ≠ 0 := Nat.cast_ne_zero.mpr Fintype.card_ne_zero
  unfold groupAverage
  rw [Matrix.mul_smul, Matrix.smul_mul, Matrix.trace_smul, Finset.mul_sum, Finset.sum_mul,
    Matrix.trace_sum, Finset.sum_congr rfl (fun g _ => key g), Finset.sum_const,
    Finset.card_univ, nsmul_eq_mul, smul_eq_mul, inv_mul_cancel_left₀ hcard]
```

## (e) A positive eigenvalue from zero trace

Let $A\neq0$ be Hermitian with $\operatorname{tr}A=0$. Show that there are $\mu$ and $x$ with
$$Ax=\mu x,\qquad \mu>0,\qquad x\neq0 .$$

**Solution.** The real eigenvalues of $A$ add up to its trace, zero. They are not all zero, because a Hermitian matrix with only zero eigenvalues vanishes. If none were positive, a sum of zero would force them all to be zero. So one is positive, and its eigenvector is $x$.

In the code, `hs` is the zero sum and `hne` the nonzero eigenvalue; the vector comes from Mathlib's orthonormal eigenbasis.

```lean
/-- A nonzero Hermitian matrix of trace zero has a positive eigenvalue. -/
theorem exists_pos_eigenvalue {A : Matrix n n ℂ} (hA : A.IsHermitian) (ht : A.trace = 0)
    (h0 : A ≠ 0) : ∃ μ : ℝ, 0 < μ ∧ ∃ x : n → ℂ, x ≠ 0 ∧ A *ᵥ x = (μ : ℂ) • x := by
  have hs : ∑ i, hA.eigenvalues i = 0 := by
    have h := hA.trace_eq_sum_eigenvalues
    rw [ht] at h
    apply Complex.ofReal_injective
    push_cast
    exact h.symm
  have hne : ∃ i ∈ Finset.univ, hA.eigenvalues i ≠ 0 := by
    by_contra hcon
    push Not at hcon
    exact h0 (hA.eigenvalues_eq_zero_iff.mp (funext fun i => hcon i (Finset.mem_univ i)))
  obtain ⟨i, -, hi⟩ := Finset.exists_pos_of_sum_zero_of_exists_nonzero _ hs hne
  refine ⟨hA.eigenvalues i, hi, (hA.eigenvectorBasis i).ofLp, ?_, ?_⟩
  · intro h
    apply hA.eigenvectorBasis.orthonormal.ne_zero i
    ext k
    exact congrFun h k
  · rw [hA.mulVec_eigenvectorBasis i]
    ext k
    simp
```

## (f) From eigenvalue to shift

Let $QVQx=\mu x$ with $\mu\neq0$ and $x\neq0$. Show that $x$ is a state of the level with first-order shift $\mu$:
$$Hx=Ex,\qquad QVx=\mu x .$$

**Solution.** Apply $Q$ to the eigenvalue equation. Since $Q^2=Q$, the left side is unchanged, so $\mu Qx=\mu x$ and hence $Qx=x$. This gives $Hx=Ex$, and replacing $Qx$ by $x$ in the eigenvalue equation gives $QVx=\mu x$.

The condition $\mu\neq0$ excludes states orthogonal to the level, which $QVQ$ sends to zero. The equation $Qx=x$ is `hfix`.

```lean
omit [DecidableEq n] in
/-- A nonzero eigenvalue of `Q V Q` is a first-order shift of the level on which `Q` projects. -/
theorem shift_of_eigenvalue {H Q V : Matrix n n ℂ} {E μ : ℝ} (hQ : IsLevelProjector H E Q)
    (hμ : μ ≠ 0) {x : n → ℂ} (hx : x ≠ 0) (h : (Q * V * Q) *ᵥ x = (μ : ℂ) • x) :
    IsFirstOrderShift H E Q V μ := by
  -- the eigenvector lies in the range of `Q`
  have hfix : Q *ᵥ x = x := by
    have h1 : (μ : ℂ) • (Q *ᵥ x) = (μ : ℂ) • x := by
      rw [← Matrix.mulVec_smul, ← h, Matrix.mulVec_mulVec, ← mul_assoc, ← mul_assoc, hQ.idem]
    exact smul_right_injective _ (Complex.ofReal_ne_zero.mpr hμ) h1
  refine ⟨x, hx, (hQ.fixes x).1 hfix, ?_⟩
  rw [← Matrix.mulVec_mulVec, hfix, ← Matrix.mulVec_mulVec] at h
  exact h
```

## (g) Barycentre and splitting

Let the $U(g)$ be unitary and commute with $H$, and let $V$ be Hermitian with $\bar V=0$. Show that
$$\operatorname{tr}(QVQ)=0,$$
and that either $QVQ=0$ or the level has first-order shifts $\mu_-<0<\mu_+$.

**Solution.** By (d), $\operatorname{tr}(QVQ)=\operatorname{tr}(Q\bar VQ)=0$. Suppose $QVQ\neq0$. It is Hermitian, so (e) gives it a positive eigenvalue, and (f) makes this a shift $\mu_+$. The matrix $-QVQ$ is also Hermitian, traceless and nonzero; its positive eigenvalue, with the sign reversed, is $\mu_-$.

For a level of dimension $d\ge1$, the mean shift is $\operatorname{tr}(QVQ)/d$, which is the barycentre statement. In Lean, `hU` is unitarity, `hH` the symmetry of $H$, and `hav` the zero average. The representation may be reducible, and so may its action on the level. Antiunitary symmetries such as time reversal do not fit the type of `U`.

```lean
/-- Let a finite unitary group commute with `H`, and let the Hermitian perturbation `V` have zero
group average. Then `V` has trace zero on each level of `H`, and either its block `Q V Q` is zero or
the level has both a positive and a negative first-order shift. -/
theorem first_order_splitting (U : G →* Matrix n n ℂ) {H Q V : Matrix n n ℂ} {E : ℝ}
    (hU : ∀ g, (U g)ᴴ * U g = 1) (hH : ∀ g, U g * H = H * U g)
    (hQ : IsLevelProjector H E Q) (hV : V.IsHermitian) (hav : groupAverage U V = 0) :
    (Q * V * Q).trace = 0 ∧
      (Q * V * Q = 0 ∨ (∃ μ : ℝ, 0 < μ ∧ IsFirstOrderShift H E Q V μ) ∧
        ∃ μ : ℝ, μ < 0 ∧ IsFirstOrderShift H E Q V μ) := by
  have ht : (Q * V * Q).trace = 0 := by
    rw [trace_level_eq_average U V hU hH hQ, hav, mul_zero, zero_mul, Matrix.trace_zero]
  refine ⟨ht, ?_⟩
  by_cases h0 : Q * V * Q = 0
  · exact Or.inl h0
  right
  have hherm : (Q * V * Q).IsHermitian := by
    unfold Matrix.IsHermitian
    rw [conjTranspose_mul, conjTranspose_mul, hQ.herm.eq, hV.eq, mul_assoc]
  constructor
  · obtain ⟨μ, hμ, x, hx, h⟩ := exists_pos_eigenvalue hherm ht h0
    exact ⟨μ, hμ, shift_of_eigenvalue hQ hμ.ne' hx h⟩
  · -- a positive eigenvalue of the negated matrix is a negative one of the matrix
    obtain ⟨μ, hμ, x, hx, h⟩ := exists_pos_eigenvalue hherm.neg
      (by rw [Matrix.trace_neg, ht, neg_zero]) (neg_ne_zero.mpr h0)
    refine ⟨-μ, neg_lt_zero.mpr hμ, shift_of_eigenvalue hQ (neg_ne_zero.mpr hμ.ne') hx ?_⟩
    rw [Matrix.neg_mulVec] at h
    rw [Complex.ofReal_neg, neg_smul, ← h, neg_neg]
```

## (h) Nondegenerate levels

Under the conditions of (g), let all states of the level be proportional to one another. Show that
$$QVQ=0 .$$

**Solution.** Otherwise (g) gives states $x$ and $y$ of the level with shifts $\mu>0$ and $\nu<0$. Write $y=cx$. Then $QVy=c\mu x=\mu y$, while also $QVy=\nu y$. As $y\neq0$, $\mu=\nu$, a contradiction.

The hypothesis `hnd` expresses proportionality. In a finite-basis model with inversion symmetry, the result says that a nondegenerate level has no linear Stark shift.

```lean
/-- Let a finite unitary group commute with `H`, and let the Hermitian perturbation `V` have zero
group average. If all states of a level are proportional to one another, then the block `Q V Q` of
`V` on that level is zero. -/
theorem nondegenerate_level_unshifted (U : G →* Matrix n n ℂ) {H Q V : Matrix n n ℂ} {E : ℝ}
    (hU : ∀ g, (U g)ᴴ * U g = 1) (hH : ∀ g, U g * H = H * U g)
    (hQ : IsLevelProjector H E Q) (hV : V.IsHermitian) (hav : groupAverage U V = 0)
    (hnd : ∀ x y : n → ℂ, x ≠ 0 → H *ᵥ x = (E : ℂ) • x → H *ᵥ y = (E : ℂ) • y →
      ∃ c : ℂ, y = c • x) : Q * V * Q = 0 := by
  rcases (first_order_splitting U hU hH hQ hV hav).2 with
    h | ⟨⟨μ, hμ, x, hx, hHx, hVx⟩, ⟨ν, hν, y, hy, hHy, hVy⟩⟩
  · exact h
  exfalso
  obtain ⟨c, rfl⟩ := hnd x y hx hHx hHy
  -- proportional states would have equal shifts
  rw [Matrix.mulVec_smul, Matrix.mulVec_smul, hVx, smul_comm] at hVy
  have h : (μ : ℂ) = (ν : ℂ) := smul_left_injective ℂ hy hVy
  have h' : μ = ν := Complex.ofReal_injective h
  linarith
```

## (i) An even and an odd state at the same energy

Label three states 0, 1, 2. Let parity act as $P=\operatorname{diag}(1,-1,1)$, and take
$$H=\begin{pmatrix}0&0&0\\0&0&0\\0&0&1\end{pmatrix},\quad
Q=\begin{pmatrix}1&0&0\\0&1&0\\0&0&0\end{pmatrix},\quad
V=\begin{pmatrix}0&1&0\\1&0&0\\0&0&0\end{pmatrix}.$$
Show that the conditions of (g) hold at $E=0$, with $QVQ\neq0$.

**Solution.** $P$ is unitary and, like $H$, diagonal, so they commute. $Q$ is Hermitian and idempotent, and both $Qx=x$ and $Hx=0$ say that $x_2=0$. $V$ is Hermitian and couples states of opposite parity, so $PVP^\dagger=-V$ and $\bar V=\tfrac12(V-V)=0$. Finally, $QVQ=V\neq0$. The shifts are $\pm1$, with normalised states $(e_0\pm e_1)/\sqrt2$, where $e_0,e_1$ are the first two basis vectors.

The group is `ℤˣ`, the integers $1$ and $-1$ under multiplication.

```lean
/-- The two-element group acting on three states, the second of which is odd. -/
def parity : ℤˣ →* Matrix (Fin 3) (Fin 3) ℂ where
  toFun s := !![1, 0, 0; 0, ((s : ℤ) : ℂ), 0; 0, 0, 1]
  map_one' := by
    ext i j
    fin_cases i <;> fin_cases j <;> simp
  map_mul' s t := by
    ext i j
    fin_cases i <;> fin_cases j <;> simp [Matrix.mul_apply, Fin.sum_univ_three]
```

The conditions are then checked entry by entry; the nonzero entry of $QVQ$ that is used is the one in row 0, column 1.

```lean
/-- Three states with energies 0, 0, 1, and a perturbation coupling the even and the odd state
at energy 0, meet all conditions of the splitting theorem, with `Q V Q` nonzero. -/
theorem first_order_splitting_witness :
    let H : Matrix (Fin 3) (Fin 3) ℂ := !![0, 0, 0; 0, 0, 0; 0, 0, 1]
    let Q : Matrix (Fin 3) (Fin 3) ℂ := !![1, 0, 0; 0, 1, 0; 0, 0, 0]
    let V : Matrix (Fin 3) (Fin 3) ℂ := !![0, 1, 0; 1, 0, 0; 0, 0, 0]
    (∀ s, (parity s)ᴴ * parity s = 1) ∧ (∀ s, parity s * H = H * parity s) ∧
      IsLevelProjector H 0 Q ∧ V.IsHermitian ∧ groupAverage parity V = 0 ∧
      Q * V * Q ≠ 0 := by
  intro H Q V
  refine ⟨?_, ?_, ⟨?_, ?_, ?_⟩, ?_, ?_, ?_⟩
  · intro s
    rcases Int.units_eq_one_or s with rfl | rfl <;> ext i j <;> fin_cases i <;>
      fin_cases j <;> simp [parity, Matrix.mul_apply, Fin.sum_univ_three]
  · intro s
    ext i j
    fin_cases i <;> fin_cases j <;> simp [H, parity, Matrix.mul_apply, Fin.sum_univ_three]
  · ext i j
    fin_cases i <;> fin_cases j <;> simp [Q]
  · ext i j
    fin_cases i <;> fin_cases j <;> simp [Q, Matrix.mul_apply, Fin.sum_univ_three]
  · -- both conditions say that the third amplitude vanishes
    intro x
    constructor
    · intro h
      have h2 : 0 = x 2 := by
        simpa [Q, Matrix.mulVec, dotProduct, Fin.sum_univ_three] using congrFun h 2
      ext i
      fin_cases i <;> simp [H, Matrix.mulVec, dotProduct, Fin.sum_univ_three, ← h2]
    · intro h
      have h2 : x 2 = 0 := by
        simpa [H, Matrix.mulVec, dotProduct, Fin.sum_univ_three] using congrFun h 2
      ext i
      fin_cases i <;> simp [Q, Matrix.mulVec, dotProduct, Fin.sum_univ_three, h2]
  · ext i j
    fin_cases i <;> fin_cases j <;> simp [V]
  · have hu : (Finset.univ : Finset ℤˣ) = {1, -1} := by decide
    unfold groupAverage
    have hp : ∀ s, (parity s)ᴴ = parity s := by
      intro s
      rcases Int.units_eq_one_or s with rfl | rfl <;> ext i j <;> fin_cases i <;>
        fin_cases j <;> simp [parity, Matrix.conjTranspose_apply]
    rw [hu, Finset.sum_pair (by decide), hp 1, hp (-1)]
    ext i j
    fin_cases i <;> fin_cases j <;>
      simp [V, parity]
  · intro h
    have h01 := congrFun (congrFun h 0) 1
    simp [Q, V, Matrix.mul_apply, Fin.sum_univ_three] at h01

end

end NoninvariantPerturbation
```

```lean
#print axioms NoninvariantPerturbation.groupAverage_invariant
#print axioms NoninvariantPerturbation.first_order_splitting
#print axioms NoninvariantPerturbation.nondegenerate_level_unshifted
```

```
'NoninvariantPerturbation.groupAverage_invariant' depends on axioms: [propext, Classical.choice, Quot.sound]
'NoninvariantPerturbation.first_order_splitting' depends on axioms: [propext, Classical.choice, Quot.sound]
'NoninvariantPerturbation.nondegenerate_level_unshifted' depends on axioms: [propext, Classical.choice, Quot.sound]
```
